# In finite dimension, the Wulff shape determines a convex, positively homogeneous surface energy

Let \(\gamma\) be a real-valued, convex, positively homogeneous surface energy on a finite-dimensional real inner-product space \(E\), and let

\[ W=\{x\in E : \langle m,x\rangle\le\gamma(m)\ \text{for all } m\in E\} \]

be its Wulff shape. For every \(n\) some \(x\in W\) satisfies \(\langle n,x\rangle=\gamma(n)\). Two such energies with the same Wulff shape are therefore equal.

The physical problem is to recover the surface energy of each orientation from the shape of a crystal. The direction of \(n\) is the face normal and its length is the face area, so positive homogeneity, \(\gamma(tn)=t\gamma(n)\) for \(t>0\), says that energy is proportional to area. Convexity then says that a flat face with area vector \(m+n\) costs no more than two facets \(m\) and \(n\).

## From touching planes to uniqueness

Homogeneity gives \(\gamma(0)=\gamma(2\cdot 0)=2\gamma(0)\), so \(\gamma(0)=0\). With convexity at the midpoint,

\[ \tfrac12\gamma(m+n)=\gamma(\tfrac12m+\tfrac12n)\le\tfrac12\gamma(m)+\tfrac12\gamma(n), \]

so \(\gamma(m+n)\le\gamma(m)+\gamma(n)\).

Fix \(n\) and set \(\ell(cn)=c\,\gamma(n)\) on the line through \(n\); for \(n=0\) this is the zero function. Then \(\ell\le\gamma\) there. For \(c\ge0\) the two sides agree, and for \(c<0\)

\[ 0=\gamma(cn+(-c)n)\le\gamma(cn)-c\,\gamma(n). \]

By the Hahn–Banach theorem \(\ell\) extends to a linear functional \(g\le\gamma\) on \(E\). By Riesz representation \(g(m)=\langle m,x\rangle\) for some \(x\). Hence \(x\in W\) and \(\langle n,x\rangle=\gamma(n)\).

If \(W_1\subseteq W_2\), a contact point \(x\in W_1\) for \(n\) gives \(\gamma_1(n)=\langle n,x\rangle\le\gamma_2(n)\). When the shapes are equal, exchanging the two energies gives equality.

Conversely, suppose that for every \(n\), including \(n=0\), some \(x\in W\) satisfies \(\langle n,x\rangle=\gamma(n)\). For \(a,b\ge0\), a contact point \(x\) for \(am+bn\) gives

\[ \gamma(am+bn)=a\langle m,x\rangle+b\langle n,x\rangle\le a\gamma(m)+b\gamma(n), \]

which contains convexity. For \(t>0\), a contact point for \(tn\) gives \(\gamma(tn)\le t\gamma(n)\), and one for \(n\) gives \(t\gamma(n)\le\gamma(tn)\).

## Surface energies and Wulff shapes in Lean

The space `E` starts with no restriction on its dimension; `FiniteDimensional ℝ E` is added where it is used.

```lean
import Mathlib

open scoped InnerProductSpace

namespace WulffSupportFunction

noncomputable section

variable {E : Type*} [NormedAddCommGroup E] [InnerProductSpace ℝ E]
```

The set \(W\) is `wulffShape γ`, with the inner product written `⟪n, x⟫_ℝ`.

```lean
/-- The Wulff shape of a surface energy `γ`: all points `x` with `⟨n, x⟩ ≤ γ n` for every
normal vector `n`. -/
def wulffShape (γ : E → ℝ) : Set E := {x | ∀ n, ⟪n, x⟫_ℝ ≤ γ n}

/-- Positive homogeneity: stretching the normal vector by `t > 0` multiplies the energy
by `t`. -/
def PosHomogeneous (γ : E → ℝ) : Prop := ∀ t : ℝ, 0 < t → ∀ n, γ (t • n) = t * γ n
```

Convexity is Mathlib's `ConvexOn ℝ Set.univ γ`. Neither positivity nor inversion symmetry of \(\gamma\) is assumed.

```lean
/-- A positively homogeneous surface energy vanishes at the zero vector. -/
theorem PosHomogeneous.at_zero {γ : E → ℝ} (hh : PosHomogeneous γ) : γ 0 = 0 := by
  have h := hh 2 (by norm_num) 0
  rw [smul_zero] at h
  linarith
```

The usual Wulff construction uses unit normals only. The next theorem shows that this gives the same set: a nonzero normal is rescaled to unit length, and \(n=0\) contributes only \(0\le0\).

```lean
/-- For a positively homogeneous energy, the unit normals alone already determine the
Wulff shape. -/
theorem wulffShape_eq_unit_normals {γ : E → ℝ} (hh : PosHomogeneous γ) :
    wulffShape γ = {x | ∀ n, ‖n‖ = 1 → ⟪n, x⟫_ℝ ≤ γ n} := by
  ext x
  constructor
  · intro hx n _
    exact hx n
  · intro hx n
    by_cases hn : n = 0
    · rw [hn, inner_zero_left, hh.at_zero]
    · -- rescale the normal to unit length
      have hpos : 0 < ‖n‖⁻¹ := inv_pos.mpr (norm_pos_iff.mpr hn)
      have h1 : ‖‖n‖⁻¹ • n‖ = 1 := by
        rw [norm_smul, norm_inv, norm_norm, inv_mul_cancel₀ (norm_ne_zero_iff.mpr hn)]
      have h2 : ⟪‖n‖⁻¹ • n, x⟫_ℝ ≤ γ (‖n‖⁻¹ • n) := hx _ h1
      rw [real_inner_smul_left, hh _ hpos] at h2
      exact le_of_mul_le_mul_left h2 hpos
```

## Contact with every plane

Subadditivity and the bound on the line follow the calculation above, the latter by the sign of `c`.

```lean
/-- A convex, positively homogeneous surface energy is subadditive in the normal vector. -/
theorem energy_add_le {γ : E → ℝ} (hc : ConvexOn ℝ Set.univ γ) (hh : PosHomogeneous γ)
    (m n : E) : γ (m + n) ≤ γ m + γ n := by
  have h := hc.2 (Set.mem_univ m) (Set.mem_univ n) (by norm_num : (0 : ℝ) ≤ 1 / 2)
    (by norm_num : (0 : ℝ) ≤ 1 / 2) (by norm_num)
  rw [← smul_add, hh _ (by norm_num)] at h
  simp only [smul_eq_mul] at h
  linarith

/-- Along the line through `n`, the linear function `c n ↦ c γ(n)` lies below a convex,
positively homogeneous energy `γ`. -/
theorem line_le_energy {γ : E → ℝ} (hc : ConvexOn ℝ Set.univ γ) (hh : PosHomogeneous γ)
    (n : E) (c : ℝ) : c * γ n ≤ γ (c • n) := by
  rcases lt_trichotomy c 0 with h | h | h
  · -- opposite normals: `0 = γ 0 ≤ γ (c n) + γ (-c n)`
    have h1 := energy_add_le hc hh (c • n) ((-c) • n)
    rw [← add_smul, add_neg_cancel, zero_smul, hh.at_zero, hh (-c) (by linarith)] at h1
    linarith
  · rw [h, zero_smul, hh.at_zero, zero_mul]
  · exact (hh c h n).ge
```

In the main theorem, `H` makes \(\ell\) well defined, `exists_extension_of_le_sublinear` is Hahn–Banach, and `toDual` supplies the Riesz vector. Finite dimension makes the extended functional continuous, as Riesz requires.

```lean
/-- For a convex, positively homogeneous surface energy in finite dimension, every plane
`⟨n, x⟩ = γ n` of the Wulff construction touches the Wulff shape. -/
theorem exists_contact_point [FiniteDimensional ℝ E] {γ : E → ℝ}
    (hc : ConvexOn ℝ Set.univ γ) (hh : PosHomogeneous γ) (n : E) :
    ∃ x ∈ wulffShape γ, ⟪n, x⟫_ℝ = γ n := by
  have : CompleteSpace E := FiniteDimensional.complete ℝ E
  have H : ∀ c : ℝ, c • n = 0 → c • γ n = 0 := by
    intro c h0
    rcases smul_eq_zero.mp h0 with h | h
    · rw [h, zero_smul]
    · rw [h, hh.at_zero, smul_zero]
  -- Hahn-Banach: extend `c n ↦ c γ(n)` to the whole space, staying below `γ`
  obtain ⟨g, hg, hle⟩ := exists_extension_of_le_sublinear
    (LinearPMap.mkSpanSingleton' n (γ n) H) γ (fun c h x => hh c h x)
    (energy_add_le hc hh) (by
      rintro ⟨y, hy⟩
      obtain ⟨c, rfl⟩ := Submodule.mem_span_singleton.mp hy
      rw [LinearPMap.mkSpanSingleton'_apply]
      exact line_le_energy hc hh n c)
  have hmem : n ∈ (LinearPMap.mkSpanSingleton' n (γ n) H : E →ₗ.[ℝ] ℝ).domain :=
    Submodule.mem_span_singleton_self n
  have hgn : g n = γ n :=
    (hg ⟨n, hmem⟩).trans (LinearPMap.mkSpanSingleton'_apply_self _ _ _ _)
  -- Riesz: the functional is the inner product with a point of the crystal
  have hx : ∀ m, ⟪m, (InnerProductSpace.toDual ℝ E).symm
      (LinearMap.toContinuousLinearMap g)⟫_ℝ = g m := by
    intro m
    rw [real_inner_comm]
    exact InnerProductSpace.toDual_symm_apply
  exact ⟨_, fun m => (hx m).le.trans (hle m), (hx n).trans hgn⟩
```

Contact may occur at an edge or corner, so an orientation need not appear as a facet.

```lean
/-- In finite dimension, every vector `n`, zero included, has a point `x` of the Wulff shape with
`⟨n, x⟩ = γ n` exactly when `γ` is convex and positively homogeneous. -/
theorem all_planes_touch_iff [FiniteDimensional ℝ E] (γ : E → ℝ) :
    (∀ n, ∃ x ∈ wulffShape γ, ⟪n, x⟫_ℝ = γ n) ↔
      ConvexOn ℝ Set.univ γ ∧ PosHomogeneous γ := by
  refine ⟨fun h => ⟨⟨convex_univ, ?_⟩, ?_⟩, fun h => exists_contact_point h.1 h.2⟩
  · intro m _ n _ a b ha hb _
    obtain ⟨x, hx, he⟩ := h (a • m + b • n)
    rw [← he, inner_add_left, real_inner_smul_left, real_inner_smul_left]
    exact add_le_add (mul_le_mul_of_nonneg_left (hx m) ha)
      (mul_le_mul_of_nonneg_left (hx n) hb)
  · intro t ht n
    apply le_antisymm
    · obtain ⟨x, hx, he⟩ := h (t • n)
      rw [← he, real_inner_smul_left]
      exact mul_le_mul_of_nonneg_left (hx n) ht.le
    · obtain ⟨x, hx, he⟩ := h n
      rw [← he, ← real_inner_smul_left]
      exact hx (t • n)
```

## Comparing two energies

In the inclusion theorem only `γ₁` has to be convex and homogeneous; `γ₂` is arbitrary. Uniqueness applies it in both directions.

```lean
/-- In finite dimension, the Wulff shape of a convex, positively homogeneous energy `γ₁` lies inside
that of `γ₂` exactly when `γ₁ n ≤ γ₂ n` for every vector `n`, zero included. -/
theorem wulffShape_subset_iff [FiniteDimensional ℝ E] {γ₁ γ₂ : E → ℝ}
    (hc : ConvexOn ℝ Set.univ γ₁) (hh : PosHomogeneous γ₁) :
    wulffShape γ₁ ⊆ wulffShape γ₂ ↔ ∀ n, γ₁ n ≤ γ₂ n := by
  constructor
  · intro h n
    obtain ⟨x, hx, he⟩ := exists_contact_point hc hh n
    rw [← he]
    exact h hx n
  · intro h x hx n
    exact (hx n).trans (h n)

/-- In finite dimension, two convex, positively homogeneous surface energies with the same
Wulff shape are equal. -/
theorem energy_determined_by_shape [FiniteDimensional ℝ E] {γ₁ γ₂ : E → ℝ}
    (hc₁ : ConvexOn ℝ Set.univ γ₁) (hh₁ : PosHomogeneous γ₁)
    (hc₂ : ConvexOn ℝ Set.univ γ₂) (hh₂ : PosHomogeneous γ₂)
    (hW : wulffShape γ₁ = wulffShape γ₂) : γ₁ = γ₂ :=
  funext fun n => le_antisymm ((wulffShape_subset_iff hc₁ hh₁).mp hW.subset n)
    ((wulffShape_subset_iff hc₂ hh₂).mp hW.symm.subset n)
```

Applying this to a real crystal requires identifying it with \(W\), including scale and origin; that equilibrium at fixed volume produces this shape is a separate variational statement. In electronic-structure studies, computed surface energies are used to predict particle shapes; the theorem concerns the inverse problem in a continuum model without edge or corner energies.

## Two planar energies with one square shape

Uniqueness fails if only one of the two energies is required to be convex. Components are numbered 0 and 1, as in Lean.

```lean
/-- The planar surface energy `|n₀| + |n₁|`. -/
def squareEnergy (n : EuclideanSpace ℝ (Fin 2)) : ℝ := |n 0| + |n 1|

/-- The planar surface energy `|n₀| + |n₁| + min(|n₀|, |n₁|)`, raised for oblique normals. -/
def raisedEnergy (n : EuclideanSpace ℝ (Fin 2)) : ℝ := |n 0| + |n 1| + min |n 0| |n 1|
```

Both energies equal 1 at the four unit axis normals, which forces \(|x_0|\le1\) and \(|x_1|\le1\). Then \(n_0x_0+n_1x_1\le|n_0|+|n_1|\), so the shape of `raisedEnergy` lies in that of `squareEnergy`. The reverse inclusion holds because the added minimum is nonnegative. At \((1,1)\) the energies are 3 and 2; for the unit normal \((1,1)/\sqrt2\) they are \(3/\sqrt2\) and \(\sqrt2\).

The proof checks convexity with the triangle inequality in each component, then homogeneity, the two inclusions and the difference at \((1,1)\).

```lean
/-- Convexity of both energies is needed for uniqueness: `squareEnergy` is convex and
positively homogeneous, `raisedEnergy` is positively homogeneous, and the two differ but have
the same Wulff shape. -/
theorem shape_does_not_determine_nonconvex :
    ConvexOn ℝ Set.univ squareEnergy ∧ PosHomogeneous squareEnergy ∧
      PosHomogeneous raisedEnergy ∧ wulffShape raisedEnergy = wulffShape squareEnergy ∧
      raisedEnergy ≠ squareEnergy := by
  have inner_two : ∀ n x : EuclideanSpace ℝ (Fin 2),
      ⟪n, x⟫_ℝ = n 0 * x 0 + n 1 * x 1 := by
    intro n x
    simp [PiLp.inner_apply, Fin.sum_univ_two, mul_comm]
  refine ⟨⟨convex_univ, ?_⟩, ?_, ?_, ?_, ?_⟩
  · intro m _ n _ a b ha hb _
    have key : ∀ u v : ℝ, |a * u + b * v| ≤ a * |u| + b * |v| := by
      intro u v
      have h := abs_add_le (a * u) (b * v)
      rwa [abs_mul, abs_mul, abs_of_nonneg ha, abs_of_nonneg hb] at h
    simp only [squareEnergy, PiLp.add_apply, PiLp.smul_apply, smul_eq_mul]
    linarith [key (m 0) (n 0), key (m 1) (n 1)]
  · intro t ht n
    simp only [squareEnergy, PiLp.smul_apply, smul_eq_mul, abs_mul, abs_of_pos ht]
    ring
  · intro t ht n
    simp only [raisedEnergy, PiLp.smul_apply, smul_eq_mul, abs_mul, abs_of_pos ht]
    rw [← mul_min_of_nonneg _ _ ht.le]
    ring
  · ext x
    constructor
    · intro hx n
      -- the four axis normals already confine `x` to the square
      have h1 : ⟪!₂[(1 : ℝ), 0], x⟫_ℝ ≤ raisedEnergy !₂[(1 : ℝ), 0] := hx _
      have h2 : ⟪!₂[(-1 : ℝ), 0], x⟫_ℝ ≤ raisedEnergy !₂[(-1 : ℝ), 0] := hx _
      have h3 : ⟪!₂[(0 : ℝ), 1], x⟫_ℝ ≤ raisedEnergy !₂[(0 : ℝ), 1] := hx _
      have h4 : ⟪!₂[(0 : ℝ), -1], x⟫_ℝ ≤ raisedEnergy !₂[(0 : ℝ), -1] := hx _
      rw [inner_two] at h1 h2 h3 h4
      simp [raisedEnergy] at h1 h2 h3 h4
      have key : ∀ a b : ℝ, |b| ≤ 1 → a * b ≤ |a| := fun a b hb =>
        (le_abs_self _).trans (by
          rw [abs_mul]
          exact mul_le_of_le_one_right (abs_nonneg a) hb)
      rw [inner_two]
      exact add_le_add (key _ _ (abs_le.mpr ⟨by linarith, by linarith⟩))
        (key _ _ (abs_le.mpr ⟨by linarith, by linarith⟩))
    · intro hx n
      have h : ⟪n, x⟫_ℝ ≤ |n 0| + |n 1| := hx n
      have hmin : 0 ≤ min |n 0| |n 1| := le_min (abs_nonneg _) (abs_nonneg _)
      show ⟪n, x⟫_ℝ ≤ |n 0| + |n 1| + min |n 0| |n 1|
      linarith
  · intro h
    have h1 := congrFun h !₂[(1 : ℝ), 1]
    simp [raisedEnergy, squareEnergy] at h1

end

end WulffSupportFunction
```

```lean
#print axioms WulffSupportFunction.wulffShape_eq_unit_normals
#print axioms WulffSupportFunction.all_planes_touch_iff
#print axioms WulffSupportFunction.energy_determined_by_shape
#print axioms WulffSupportFunction.shape_does_not_determine_nonconvex
```

```
'WulffSupportFunction.wulffShape_eq_unit_normals' depends on axioms: [propext, Classical.choice, Quot.sound]
'WulffSupportFunction.all_planes_touch_iff' depends on axioms: [propext, Classical.choice, Quot.sound]
'WulffSupportFunction.energy_determined_by_shape' depends on axioms: [propext, Classical.choice, Quot.sound]
'WulffSupportFunction.shape_does_not_determine_nonconvex' depends on axioms: [propext, Classical.choice, Quot.sound]
```
